# A stable pair of unequal atoms can have a negative atom-contracted polarizability

Two polarizable atoms sit side by side in a static field perpendicular to their axis, so a dipole pointing along the field opposes that field at the other atom. I solve the coupled dipole equations, invert the response matrix and sum each row to get one screened polarizability per atom. For one pair, an atom comes out negative, although the matrix is positive definite and the pair's total polarizability is positive. Have I made a mistake, or can this happen before the polarization catastrophe?

## The coupling need only exceed the smaller reciprocal polarizability

It can happen. If only dipoles along this field direction are considered, some coupling does it whenever the two atoms differ; stability along the axis as well asks for more, as shown below. Number the atoms 0 and 1, let \(a,b>0\) be their reciprocal polarizabilities and \(t\) their dipole coupling for this field direction. In a field \(E\), the dipoles satisfy

\[
Mp=E\begin{pmatrix}1\\1\end{pmatrix},\qquad M=\begin{pmatrix}a&t\\t&b\end{pmatrix}.
\]

Hence \(p_i=\alpha_iE\), where \(\alpha_i\) is the sum of row \(i\) of \(M^{-1}\). For dipoles along this direction, the catastrophe is the loss of positive definiteness of \(M\). For \(a>0\),

\[
a(ax^2+2txy+by^2)=(ax+ty)^2+(ab-t^2)y^2 .
\]

If \(t^2<ab\), this is positive for \(y\neq0\), and for \(y=0\), \(x\ne0\) it is \(a^2x^2>0\). Conversely, positive definiteness forces \(\det M=ab-t^2>0\). So the pair is stable for this direction exactly when \(t^2<ab\). In that case

\[
M^{-1}=\frac1{ab-t^2}\begin{pmatrix}b&-t\\-t&a\end{pmatrix},\qquad
\alpha_0=\frac{b-t}{ab-t^2},\quad \alpha_1=\frac{a-t}{ab-t^2}.
\]

The denominator is positive, so \(\alpha_0<0\) means \(t>b\) and \(\alpha_1<0\) means \(t>a\). One of them is negative exactly when \(t>\min(a,b)\).

The total stays positive. For \(v=Mw\ne0\), \(v^TM^{-1}v=w^TMw>0\), so \(M^{-1}\) is positive definite, and \(v=(1,1)^T\) gives \(\alpha_0+\alpha_1>0\).

Take \(a=1\), \(b=10\), \(t=3/2\). Then \(ab-t^2=31/4\), \(\alpha_0=34/31\), \(\alpha_1=-2/31\), and the total is \(32/31\). For isotropic atoms treated as point dipoles the coupling along the axis is \(-2t\), and \((2t)^2=9<10=ab\), so this pair is stable in every direction. Atom 1, the less polarizable one, feels an opposing field from its neighbour, \(t\alpha_0E=\tfrac{51}{31}E\), that is stronger than the applied field.

If \(a\neq b\), then \(\min(a,b)<\sqrt{ab}\), and any \(t\) between these values gives a positive definite \(M\) with a negative atom. In the limiting case \(a=b\) the two thresholds coincide, and \(\alpha_0=\alpha_1=1/(a+t)\) stays positive up to the catastrophe.

For point dipoles at distance \(R\) in this geometry, \(t=1/R^3\) in Gaussian or atomic units. With \(a=1/\alpha_A\) and \(b=1/\alpha_B\), stability for this direction reads \(\alpha_A\alpha_B<R^6\), and under that condition atom A is negative exactly when \(R^3<\alpha_B\). Along the axis the coupling is \(-2/R^3\), so isotropic atoms are stable in every direction only if \(4\alpha_A\alpha_B<R^6\). Together with \(R^3<\alpha_B\) this gives \(\alpha_B>4\alpha_A\): in a fully stable pair, the negative atom is less than a quarter as polarizable as its neighbour.

Some many-body dispersion schemes use contracted polarizabilities, averaged over directions, as atomic parameters. For this undamped isotropic pair the average stays positive while the pair is stable in every direction: with \(t=1/R^3\), three times the average for atom 0 is \(2(b-t)/(ab-t^2)+(b+2t)/(ab-4t^2)\), which is at least \(3b/(ab-t^2)>0\), and atom 1 is similar. So the example shows only that a positive definite response matrix does not make the contraction for each single direction positive.

## What the Lean statements say

`pairResponse a b t` is \(M\), and `atomPol B i` is the sum of row `i` of `B⁻¹`. `negative_contraction` assumes only `0 < a` and `t ^ 2 < a * b`; \(b>0\) follows, and \(t\) may have either sign. It states that the inverse is positive definite, that the total is positive, and that some atom is negative exactly when `min a b < t`.

`dipoles_iff` and `total_pos` hold for any finite number of atoms (at least one for the total) with one dipole component each and a positive definite response matrix. The sign criterion is for two atoms and one field direction; stability along the axis, averaging over directions and frequency dependence do not enter. The coupling is a given number, except in `negative_at_distance`, which inserts the undamped \(1/R^3\).

## From the dipole equations to the signs

`dipoles_iff` multiplies the dipole equations by the inverse, and `total_pos` evaluates the inverse's quadratic form on the constant vector. `pairResponse_posDef_iff` uses the determinant in one direction and the completed square, passed to `nlinarith`, in the other.

`det_mul_atomPol` computes the row sums from the explicit inverse, with the determinant multiplied across. `atomPol_neg_iff` reads off the signs, and `negative_contraction` joins the two conditions into one on the minimum. For unequal atoms, `exists_negative_iff` picks \(t=\sqrt{(\min(a,b)^2+ab)/2}\), between the two thresholds. `negative_at_distance` inverts the inequalities between positive numbers.

```lean
import Mathlib

open Matrix

namespace ScreenedPolarizability

noncomputable section

variable {n : Type*} [Fintype n] [DecidableEq n]

/-- The atom-contracted screened polarizability of atom `i`: the sum of row `i` of the inverse
of the response matrix `B`, for invertible `B`. -/
def atomPol (B : Matrix n n ℝ) (i : n) : ℝ := ∑ j, B⁻¹ i j

/-- The response matrix of two atoms for one field direction, with reciprocal polarizabilities
`a` and `b` and dipole coupling `t`. -/
def pairResponse (a b t : ℝ) : Matrix (Fin 2) (Fin 2) ℝ := !![a, t; t, b]

/-- For a positive definite response matrix, the dipoles `p` solve the coupled dipole equations
in a uniform field `E` exactly when each is the contracted polarizability times `E`. -/
theorem dipoles_iff {B : Matrix n n ℝ} (hB : B.PosDef) (E : ℝ) (p : n → ℝ) :
    B *ᵥ p = (fun _ => E) ↔ ∀ i, p i = atomPol B i * E := by
  have hu : IsUnit B.det := isUnit_iff_ne_zero.mpr hB.det_pos.ne'
  have hc : B⁻¹ *ᵥ (fun _ => E) = fun i => atomPol B i * E := by
    ext i
    simp [Matrix.mulVec, dotProduct, atomPol, Finset.sum_mul]
  constructor
  · intro h i
    have hp : p = B⁻¹ *ᵥ (fun _ => E) := by
      rw [← h, Matrix.mulVec_mulVec, Matrix.nonsing_inv_mul _ hu, Matrix.one_mulVec]
    exact congrFun (hp.trans hc) i
  · intro h
    have hp : p = B⁻¹ *ᵥ (fun _ => E) := by
      rw [hc]
      exact funext h
    rw [hp, Matrix.mulVec_mulVec, Matrix.mul_nonsing_inv _ hu, Matrix.one_mulVec]

/-- For any nonzero number of atoms with a positive definite response matrix, the contracted
polarizabilities have a positive sum. -/
theorem total_pos [Nonempty n] {B : Matrix n n ℝ} (hB : B.PosDef) :
    0 < ∑ i, atomPol B i := by
  have hne : (fun _ : n => (1 : ℝ)) ≠ 0 := by
    intro h
    obtain ⟨i⟩ := ‹Nonempty n›
    simpa using congrFun h i
  -- the total is the quadratic form of the inverse on the constant vector
  have h : 0 < star (fun _ : n => (1 : ℝ)) ⬝ᵥ (B⁻¹ *ᵥ (fun _ => (1 : ℝ))) :=
    hB.inv.dotProduct_mulVec_pos hne
  simpa [dotProduct, Matrix.mulVec, atomPol] using h

/-- For `a > 0`, the response matrix of the pair is positive definite exactly when the squared
coupling is below the product of the reciprocal polarizabilities. -/
theorem pairResponse_posDef_iff {a b t : ℝ} (ha : 0 < a) :
    (pairResponse a b t).PosDef ↔ t ^ 2 < a * b := by
  constructor
  · intro h
    have hd := h.det_pos
    rw [pairResponse, Matrix.det_fin_two_of] at hd
    nlinarith
  · intro h
    rw [Matrix.posDef_iff_dotProduct_mulVec]
    refine ⟨?_, ?_⟩
    · unfold Matrix.IsHermitian
      ext i j
      fin_cases i <;> fin_cases j <;> simp [pairResponse]
    · intro x hx
      have key : star x ⬝ᵥ (pairResponse a b t *ᵥ x)
          = a * x 0 ^ 2 + 2 * t * x 0 * x 1 + b * x 1 ^ 2 := by
        simp [pairResponse, Matrix.mulVec, dotProduct, Fin.sum_univ_two]
        ring
      rw [key]
      by_cases h1 : x 1 = 0
      · have h0 : x 0 ≠ 0 := fun h0 => hx (by
          ext i
          fin_cases i <;> simp [h0, h1])
        have hp : 0 < a * x 0 ^ 2 := by positivity
        rw [h1]
        linarith
      · -- complete the square after multiplying by `a`
        have hp : 0 < (a * b - t ^ 2) * x 1 ^ 2 := mul_pos (by linarith) (by positivity)
        have hq : 0 < a * (a * x 0 ^ 2 + 2 * t * x 0 * x 1 + b * x 1 ^ 2) := by
          nlinarith [sq_nonneg (a * x 0 + t * x 1)]
        exact (mul_pos_iff_of_pos_left ha).mp hq

/-- Away from `t ^ 2 = a * b`, the contracted polarizabilities of the two atoms, multiplied by
the determinant `a * b - t ^ 2`, are `b - t` and `a - t`. -/
theorem det_mul_atomPol {a b t : ℝ} (h : a * b - t ^ 2 ≠ 0) :
    (a * b - t ^ 2) * atomPol (pairResponse a b t) 0 = b - t ∧
      (a * b - t ^ 2) * atomPol (pairResponse a b t) 1 = a - t := by
  have hA : (pairResponse a b t)⁻¹ = (a * b - t ^ 2)⁻¹ • !![b, -t; -t, a] := by
    rw [pairResponse, Matrix.inv_def, Matrix.det_fin_two_of, Matrix.adjugate_fin_two_of,
      Ring.inverse_eq_inv', pow_two]
  have e : (a * b - t ^ 2) * (a * b - t ^ 2)⁻¹ = 1 := mul_inv_cancel₀ h
  have h00 : (pairResponse a b t)⁻¹ 0 0 = (a * b - t ^ 2)⁻¹ * b := by rw [hA]; simp
  have h01 : (pairResponse a b t)⁻¹ 0 1 = (a * b - t ^ 2)⁻¹ * (-t) := by rw [hA]; simp
  have h10 : (pairResponse a b t)⁻¹ 1 0 = (a * b - t ^ 2)⁻¹ * (-t) := by rw [hA]; simp
  have h11 : (pairResponse a b t)⁻¹ 1 1 = (a * b - t ^ 2)⁻¹ * a := by rw [hA]; simp
  constructor
  · rw [atomPol, Fin.sum_univ_two, h00, h01]
    linear_combination (b - t) * e
  · rw [atomPol, Fin.sum_univ_two, h10, h11]
    linear_combination (a - t) * e

/-- For `t ^ 2 < a * b`, the contracted polarizability of each atom is negative exactly when the
coupling exceeds the reciprocal polarizability of the other atom. -/
theorem atomPol_neg_iff {a b t : ℝ} (h : t ^ 2 < a * b) :
    (atomPol (pairResponse a b t) 0 < 0 ↔ b < t) ∧
      (atomPol (pairResponse a b t) 1 < 0 ↔ a < t) := by
  have hD : 0 < a * b - t ^ 2 := by linarith
  obtain ⟨h0, h1⟩ := det_mul_atomPol hD.ne'
  -- a positive determinant does not change signs
  have sign : ∀ p c : ℝ, (a * b - t ^ 2) * p = c - t → (p < 0 ↔ c < t) := by
    intro p c hp
    constructor
    · intro hneg
      have := mul_neg_of_pos_of_neg hD hneg
      linarith
    · intro hc
      by_contra hn
      have := mul_nonneg hD.le (not_lt.mp hn)
      linarith
  exact ⟨sign _ _ h0, sign _ _ h1⟩

/-- For `a > 0` and `t ^ 2 < a * b`, the screened polarizability matrix of the pair is positive
definite and its entries have a positive sum, yet an atom has a negative contracted
polarizability exactly when the coupling exceeds the smaller of `a` and `b`. -/
theorem negative_contraction {a b t : ℝ} (ha : 0 < a) (h : t ^ 2 < a * b) :
    (pairResponse a b t)⁻¹.PosDef ∧ 0 < ∑ i, atomPol (pairResponse a b t) i ∧
      ((∃ i, atomPol (pairResponse a b t) i < 0) ↔ min a b < t) := by
  have hp := (pairResponse_posDef_iff ha).mpr h
  refine ⟨hp.inv, total_pos hp, ?_⟩
  rw [Fin.exists_fin_two, (atomPol_neg_iff h).1, (atomPol_neg_iff h).2, min_lt_iff]
  exact or_comm

/-- For positive `a` and `b`, some coupling keeps the response matrix positive definite and makes
a contracted polarizability negative exactly when the two atoms differ in polarizability. -/
theorem exists_negative_iff {a b : ℝ} (ha : 0 < a) (hb : 0 < b) :
    (∃ t, (pairResponse a b t).PosDef ∧ ∃ i, atomPol (pairResponse a b t) i < 0) ↔ a ≠ b := by
  constructor
  · rintro ⟨t, hp, hi⟩ hab
    have h := (pairResponse_posDef_iff ha).mp hp
    have hlt := (negative_contraction ha h).2.2.mp hi
    rw [← hab, min_self] at hlt
    rw [← hab] at h
    nlinarith
  · intro hab
    have hm : (min a b) ^ 2 < a * b := by
      rcases lt_or_gt_of_ne hab with h | h
      · rw [min_eq_left h.le]
        nlinarith
      · rw [min_eq_right h.le]
        nlinarith
    -- choose the squared coupling halfway between the two thresholds
    have ht : (√(((min a b) ^ 2 + a * b) / 2)) ^ 2 < a * b := by
      rw [Real.sq_sqrt (by positivity)]
      linarith
    exact ⟨_, (pairResponse_posDef_iff ha).mpr ht, (negative_contraction ha ht).2.2.mpr
      (Real.lt_sqrt_of_sq_lt (by linarith))⟩

/-- Two atoms with positive polarizabilities `αA`, `αB` at distance `R > 0`, in a field
perpendicular to their axis, are given the undamped point-dipole coupling `1 / R ^ 3` (Gaussian or
atomic units). If `αA * αB < R ^ 6`, the contracted polarizability of atom A is negative exactly
when `R ^ 3 < αB`. -/
theorem negative_at_distance {αA αB R : ℝ} (hA : 0 < αA) (hB : 0 < αB) (hR : 0 < R)
    (h : αA * αB < R ^ 6) :
    atomPol (pairResponse αA⁻¹ αB⁻¹ (R ^ 3)⁻¹) 0 < 0 ↔ R ^ 3 < αB := by
  have e : (R ^ 3) ^ 2 = R ^ 6 := by ring
  have ht : ((R ^ 3)⁻¹) ^ 2 < αA⁻¹ * αB⁻¹ := by
    rw [inv_pow, ← mul_inv, e]
    exact (inv_lt_inv₀ (pow_pos hR 6) (mul_pos hA hB)).mpr h
  rw [(atomPol_neg_iff ht).1]
  exact inv_lt_inv₀ hB (pow_pos hR 3)

end

end ScreenedPolarizability
```

```lean
#print axioms ScreenedPolarizability.dipoles_iff
#print axioms ScreenedPolarizability.negative_contraction
#print axioms ScreenedPolarizability.exists_negative_iff
#print axioms ScreenedPolarizability.negative_at_distance
```

```
'ScreenedPolarizability.dipoles_iff' depends on axioms: [propext, Classical.choice, Quot.sound]
'ScreenedPolarizability.negative_contraction' depends on axioms: [propext, Classical.choice, Quot.sound]
'ScreenedPolarizability.exists_negative_iff' depends on axioms: [propext, Classical.choice, Quot.sound]
'ScreenedPolarizability.negative_at_distance' depends on axioms: [propext, Classical.choice, Quot.sound]
```
